# A scalar Green's function with finitely many poles of positive weight has one self-energy pole in each gap

Take two levels at $\pm1$, each with weight $\tfrac12$. Then

$$G(z)=\frac{1/2}{z+1}+\frac{1/2}{z-1}=\frac{z}{z^2-1},\qquad \frac1{G(z)}=z-\frac1z .$$

The zero of $G$ between the levels has become a self-energy pole of strength $1$. I expect the same for any finite number of levels: one pole in each gap, always with positive strength, as a causal self-energy needs. Can this be made rigorous and checked by machine?

## From zeros of $G$ to poles of $\Sigma$

Yes. Let $e_0<\dots<e_m$ be the levels, with weights $a_k>0$ and $\sum_k a_k=1$. Write $G(z)=\sum_k a_k/(z-e_k)$ and $s=\sum_k a_ke_k$.

**Each gap contains a zero.** For $0\le j<m$, the function $f(x)=(x-e_j)(e_{j+1}-x)\,G(x)$ extends continuously to $[e_j,e_{j+1}]$. Its end values are $a_j(e_{j+1}-e_j)>0$ and $-a_{j+1}(e_{j+1}-e_j)<0$, so $G(d_j)=0$ for some $d_j$ strictly inside.

**The zeros give an orthogonal basis.** Let $v_j$ have components $1/(d_j-e_k)$. For $i\ne j$,

$$(d_j-d_i)\sum_k\frac{a_k}{(d_i-e_k)(d_j-e_k)}=G(d_i)-G(d_j)=0 .$$

So the $v_j$ are mutually orthogonal under the weights $a_k$. They are also orthogonal to the constant vector, because $\sum_k a_k/(d_j-e_k)=G(d_j)=0$. Define

$$b_j=\Big(\sum_k \frac{a_k}{(d_j-e_k)^2}\Big)^{-1}>0 .$$

The unit vectors are then $\sqrt{b_j}\,v_j$ and the constant vector $1$. These $m+1$ vectors form a basis.

**Expand the levels in it.** The overlap of the level vector with the constant vector is $s$. With $v_j$ it is

$$\sum_k\frac{a_ke_k}{d_j-e_k}=d_jG(d_j)-\sum_k a_k=-1 .$$

Writing $\Sigma(z)=\sum_j b_j/(z-d_j)$, we get the quasiparticle equation

$$e_k=s-\sum_j\frac{b_j}{d_j-e_k}=s+\Sigma(e_k).$$

**Invert $G$.** Let $z$ differ from every $e_k$ and every $d_j$. Replacing $s$ by $e_k-\Sigma(e_k)$ gives

$$z-s-\Sigma(z)=(z-e_k)\Big[1-\sum_j\frac{b_j}{(z-d_j)(d_j-e_k)}\Big].$$

Multiply by $a_k/(z-e_k)$ and sum over $k$:

$$G(z)\,[z-s-\Sigma(z)]=1-\sum_j\frac{b_j}{z-d_j}G(d_j)=1 .$$

Hence $G(z)\neq0$ and $1/G(z)=z-s-\Sigma(z)$.

**Total strength.** The quasiparticle equation also gives

$$\sum_k a_k(e_k-s)^2=\sum_j b_j\sum_k\frac{a_k(e_k-s)}{e_k-d_j}=\sum_j b_j,$$

since the inner sum is $1+sG(d_j)=1$.

## What the Lean theorems say

In `dyson_interlacing`, `a` and `e` are real functions on `Fin (m + 1)`. The hypotheses are positive weights, total weight one, and strictly increasing levels (`StrictMono e`). The theorem provides `b` and `d` on `Fin m`, the same for every `z`, with `0 < b j` and `d j` strictly between `e j.castSucc` and `e j.succ`, which are $e_j$ and $e_{j+1}$. For `z.im ≠ 0`, it states that $G$ is nonzero and gives its inverse. `poleSum` represents both $G$ and $\Sigma$. For $m=0$ the self-energy sum is empty.

Physically, $a_k$ can be the squared overlap of a normalised orbital with an eigenstate; unit total weight expresses that normalisation. Degenerate levels must first be merged and levels of zero weight removed.

Dyson's equation serves here to define the self-energy by inverting a given $G$. No Hamiltonian or diagrammatic expansion enters, and matrix-valued $G$ and continuous spectra are not covered. The constant $s$ contains the bare level and any static shift.

```lean
import Mathlib

open Finset Matrix

namespace DysonPoleInterlacing

noncomputable section

/-- A finite sum of simple poles at the real positions `p k` with real strengths `w k`,
at a complex frequency `z` different from every `p k`. -/
def poleSum {n : ℕ} (w p : Fin n → ℝ) (z : ℂ) : ℂ := ∑ k, (w k : ℂ) / (z - (p k : ℂ))

/-- The Green's function at a real frequency `x` different from every level `e k`. -/
def realGreen {n : ℕ} (a e : Fin n → ℝ) (x : ℝ) : ℝ := ∑ k, a k / (x - e k)

/-- The mean level, weighted with the spectral weights. -/
def meanLevel {n : ℕ} (a e : Fin n → ℝ) : ℝ := ∑ k, a k * e k

/-- The strength `1 / ∑ a k / (x - e k)^2`, for positive weights and at a real frequency `x`
different from every level. -/
def selfEnergyWeight {n : ℕ} (a e : Fin n → ℝ) (x : ℝ) : ℝ := (∑ k, a k / (x - e k) ^ 2)⁻¹

variable {m : ℕ} {a e : Fin (m + 1) → ℝ} {d : Fin m → ℝ}

/-- No level lies strictly between two neighbouring levels. -/
theorem level_outside_gap (he : StrictMono e) (j : Fin m) (k : Fin (m + 1)) :
    e k ≤ e j.castSucc ∨ e j.succ ≤ e k := by
  rcases Nat.lt_or_ge j.val k.val with h | h
  · exact Or.inr (he.monotone (show j.succ ≤ k from Nat.succ_le_of_lt h))
  · exact Or.inl (he.monotone (show k ≤ j.castSucc from h))

/-- The Green's function has a zero strictly between any two neighbouring levels. -/
theorem exists_zero_in_gap (ha : ∀ k, 0 < a k) (he : StrictMono e) (j : Fin m) :
    ∃ x, e j.castSucc < x ∧ x < e j.succ ∧ realGreen a e x = 0 := by
  have hout := level_outside_gap he j
  have hpq : e j.castSucc < e j.succ :=
    he (show j.castSucc < j.succ from Nat.lt_succ_self j.val)
  generalize j.castSucc = p at hout hpq ⊢
  generalize j.succ = q at hout hpq ⊢
  have hqp : q ≠ p := fun h => by
    rw [h] at hpq
    exact lt_irrefl _ hpq
  -- `R` collects the other levels, `f` is the Green's function times the two end factors
  obtain ⟨R, hR⟩ : ∃ R : ℝ → ℝ, ∀ x, R x = ∑ k ∈ (univ.erase p).erase q, a k / (x - e k) :=
    ⟨_, fun _ => rfl⟩
  obtain ⟨f, hf⟩ : ∃ f : ℝ → ℝ, ∀ x, f x =
      (a p * (e q - x) - a q * (x - e p)) + (x - e p) * (e q - x) * R x := ⟨_, fun _ => rfl⟩
  have hRc : ContinuousOn R (Set.Icc (e p) (e q)) := by
    rw [funext hR]
    refine continuousOn_finsetSum _ (fun k hk => ?_)
    refine ContinuousOn.div continuousOn_const (by fun_prop) (fun x hx => ?_)
    have hkq : k ≠ q := (Finset.mem_erase.1 hk).1
    have hkp : k ≠ p := (Finset.mem_erase.1 (Finset.mem_erase.1 hk).2).1
    rcases hout k with h | h
    · have h' := lt_of_le_of_ne h (fun h0 => hkp (he.injective h0))
      exact (sub_pos.2 (lt_of_lt_of_le h' hx.1)).ne'
    · have h' := lt_of_le_of_ne h (fun h0 => hkq (he.injective h0).symm)
      exact (sub_neg.2 (lt_of_le_of_lt hx.2 h')).ne
  have hfc : ContinuousOn f (Set.Icc (e p) (e q)) := by
    rw [funext hf]
    exact ContinuousOn.add (by fun_prop) (ContinuousOn.mul (by fun_prop) hRc)
  have h0 : (0 : ℝ) ∈ Set.Ioo (f (e q)) (f (e p)) := by
    have h1 := mul_pos (ha p) (sub_pos.2 hpq)
    have h2 := mul_pos (ha q) (sub_pos.2 hpq)
    constructor
    · rw [hf]
      simp only [sub_self, mul_zero, zero_mul]
      linarith
    · rw [hf]
      simp only [sub_self, mul_zero, zero_mul]
      linarith
  obtain ⟨x, hx, hfx⟩ := intermediate_value_Ioo' hpq.le hfc h0
  refine ⟨x, hx.1, hx.2, ?_⟩
  have s1 : a p / (x - e p) + ∑ k ∈ univ.erase p, a k / (x - e k) = ∑ k, a k / (x - e k) :=
    Finset.add_sum_erase _ (fun k => a k / (x - e k)) (mem_univ p)
  have s2 : a q / (x - e q) + ∑ k ∈ (univ.erase p).erase q, a k / (x - e k)
      = ∑ k ∈ univ.erase p, a k / (x - e k) :=
    Finset.add_sum_erase _ (fun k => a k / (x - e k)) (Finset.mem_erase.2 ⟨hqp, mem_univ q⟩)
  have hG : realGreen a e x = a p / (x - e p) + (a q / (x - e q) + R x) := by
    rw [hR, s2, s1, realGreen]
  have h1 : a p / (x - e p) * (x - e p) = a p := div_mul_cancel₀ _ (sub_pos.2 hx.1).ne'
  have h2 : a q / (x - e q) * (x - e q) = a q := div_mul_cancel₀ _ (sub_neg.2 hx.2).ne
  rw [hf] at hfx
  have h3 : (x - e p) * (e q - x) * realGreen a e x = 0 := by
    rw [hG]
    linear_combination hfx + (e q - x) * h1 - (x - e p) * h2
  exact (mul_eq_zero.1 h3).resolve_left (mul_pos (sub_pos.2 hx.1) (sub_pos.2 hx.2)).ne'

/-- The strength `selfEnergyWeight` is positive away from the levels. -/
theorem selfEnergyWeight_pos (ha : ∀ k, 0 < a k) {x : ℝ} (hx : ∀ k, x ≠ e k) :
    0 < selfEnergyWeight a e x :=
  inv_pos.2 (Finset.sum_pos (fun k _ => div_pos (ha k) (lt_of_le_of_ne (sq_nonneg _)
    (pow_ne_zero 2 (sub_ne_zero.2 (hx k))).symm)) Finset.univ_nonempty)

/-- For two different zeros `x`, `y` of the Green's function, the vectors `1 / (x - e k)` and
`1 / (y - e k)` are orthogonal with respect to the spectral weights. -/
theorem zeros_orthogonal {x y : ℝ} (hx : ∀ k, x ≠ e k) (hy : ∀ k, y ≠ e k) (hxy : x ≠ y)
    (zx : realGreen a e x = 0) (zy : realGreen a e y = 0) :
    ∑ k, a k / ((x - e k) * (y - e k)) = 0 := by
  have h : (y - x) * ∑ k, a k / ((x - e k) * (y - e k)) = realGreen a e x - realGreen a e y := by
    rw [realGreen, realGreen, Finset.mul_sum, ← Finset.sum_sub_distrib]
    refine Finset.sum_congr rfl (fun k _ => ?_)
    rw [div_sub_div _ _ (sub_ne_zero.2 (hx k)) (sub_ne_zero.2 (hy k)), ← mul_div_assoc]
    congr 1
    ring
  rw [zx, zy, sub_zero] at h
  exact (mul_eq_zero.1 h).resolve_left (sub_ne_zero.2 hxy.symm)

/-- At a zero `x` of the Green's function, the sum of `a k * e k / (x - e k)` is `-1`. -/
theorem level_moment_at_zero (hsum : ∑ k, a k = 1) {x : ℝ} (hx : ∀ k, x ≠ e k)
    (zx : realGreen a e x = 0) : ∑ k, a k / (x - e k) * e k = -1 := by
  have h : ∑ k, a k / (x - e k) * e k = x * realGreen a e x - ∑ k, a k := by
    rw [realGreen, Finset.mul_sum, ← Finset.sum_sub_distrib]
    refine Finset.sum_congr rfl (fun k _ => ?_)
    have h1 : a k / (x - e k) * (x - e k) = a k := div_mul_cancel₀ _ (sub_ne_zero.2 (hx k))
    linear_combination -h1
  rw [h, zx, hsum]
  norm_num

/-- Quasiparticle equation: each level equals the mean level plus the self-energy, built on
the `m` zeros `d j` of the Green's function, at that level. -/
theorem quasiparticle_equation (ha : ∀ k, 0 < a k) (hsum : ∑ k, a k = 1)
    (hde : ∀ j k, d j ≠ e k) (hinj : Function.Injective d)
    (hd : ∀ j, realGreen a e (d j) = 0) (k : Fin (m + 1)) :
    e k = meanLevel a e + ∑ j, selfEnergyWeight a e (d j) / (e k - d j) := by
  obtain ⟨A, A0, A1⟩ : ∃ A : Matrix (Fin (m + 1)) (Fin (m + 1)) ℝ,
      (∀ l, A 0 l = a l) ∧ ∀ (j : Fin m) l, A j.succ l = a l / (d j - e l) :=
    ⟨fun i l => Fin.cons (α := fun _ => ℝ) (a l) (fun j => a l / (d j - e l)) i,
      by simp, by simp⟩
  obtain ⟨B, B0, B1⟩ : ∃ B : Matrix (Fin (m + 1)) (Fin (m + 1)) ℝ,
      (∀ l, B l 0 = 1) ∧
        ∀ l (j : Fin m), B l j.succ = selfEnergyWeight a e (d j) / (d j - e l) :=
    ⟨fun l i => Fin.cons (α := fun _ => ℝ) 1
      (fun j => selfEnergyWeight a e (d j) / (d j - e l)) i, by simp, by simp⟩
  -- orthogonality makes `B` a right inverse of `A`
  have hAB : A * B = 1 := by
    ext i j
    rw [Matrix.mul_apply]
    cases i using Fin.cases with
    | zero =>
      cases j using Fin.cases with
      | zero => simp [A0, B0, hsum]
      | succ j =>
        rw [Matrix.one_apply_ne (Fin.succ_ne_zero j).symm]
        have h : ∑ l, A 0 l * B l j.succ
            = selfEnergyWeight a e (d j) * realGreen a e (d j) := by
          rw [realGreen, Finset.mul_sum]
          refine Finset.sum_congr rfl (fun l _ => ?_)
          rw [A0, B1]
          ring
        rw [h, hd, mul_zero]
    | succ i =>
      cases j using Fin.cases with
      | zero =>
        rw [Matrix.one_apply_ne (Fin.succ_ne_zero i)]
        simp only [A1, B0, mul_one]
        exact hd i
      | succ j =>
        have h : ∑ l, A i.succ l * B l j.succ = selfEnergyWeight a e (d j) *
            ∑ l, a l / ((d i - e l) * (d j - e l)) := by
          rw [Finset.mul_sum]
          refine Finset.sum_congr rfl (fun l _ => ?_)
          rw [A1, B1, div_mul_div_comm]
          ring
        rw [h]
        by_cases hij : i = j
        · subst hij
          have hpos := selfEnergyWeight_pos ha (hde i)
          rw [Matrix.one_apply_eq]
          simp only [← pow_two]
          exact inv_mul_cancel₀ (inv_pos.1 hpos).ne'
        · rw [Matrix.one_apply_ne (fun h0 => hij (Fin.succ_injective _ h0)),
            zeros_orthogonal (hde i) (hde j) (fun h0 => hij (hinj h0)) (hd i) (hd j), mul_zero]
  -- completeness: expand the vector of levels
  have hBA : B * A = 1 := mul_eq_one_comm.1 hAB
  have h : (B *ᵥ (A *ᵥ e)) k = e k := by
    rw [Matrix.mulVec_mulVec, hBA, Matrix.one_mulVec]
  have h' : (B *ᵥ (A *ᵥ e)) k = ∑ i, B k i * (A *ᵥ e) i := rfl
  have hA0 : (A *ᵥ e) 0 = meanLevel a e := by
    simp [Matrix.mulVec, dotProduct, A0, meanLevel]
  have hA1 : ∀ j : Fin m, (A *ᵥ e) j.succ = -1 := fun j => by
    rw [← level_moment_at_zero hsum (hde j) (hd j)]
    simp only [Matrix.mulVec, dotProduct, A1]
  rw [h', Fin.sum_univ_succ, B0, hA0] at h
  simp only [B1, hA1] at h
  have hs : ∑ j, selfEnergyWeight a e (d j) / (e k - d j)
      = ∑ j, selfEnergyWeight a e (d j) / (d j - e k) * (-1) := by
    refine Finset.sum_congr rfl (fun j _ => ?_)
    rw [← neg_sub (d j) (e k), div_neg]
    ring
  rw [hs]
  linarith

/-- Dyson equation in product form: away from the levels and the zeros `d j`, the Green's
function times `z - s - Σ(z)` is one, with `s` the mean level. -/
theorem dyson_product (ha : ∀ k, 0 < a k) (hsum : ∑ k, a k = 1)
    (hde : ∀ j k, d j ≠ e k) (hinj : Function.Injective d)
    (hd : ∀ j, realGreen a e (d j) = 0) {z : ℂ} (hze : ∀ k, z ≠ (e k : ℂ))
    (hzd : ∀ j, z ≠ (d j : ℂ)) :
    poleSum a e z *
      (z - meanLevel a e - poleSum (fun j => selfEnergyWeight a e (d j)) d z) = 1 := by
  have hq := quasiparticle_equation ha hsum hde hinj hd
  generalize hb : (fun j => selfEnergyWeight a e (d j)) = b
  have hbj : ∀ j, selfEnergyWeight a e (d j) = b j := fun j => congrFun hb j
  simp only [hbj] at hq
  obtain ⟨T, hT⟩ : ∃ T : Fin (m + 1) → ℂ, ∀ k, T k =
      ∑ j, -((b j : ℂ) / (z - d j)) * (1 / ((d j : ℂ) - e k)) := ⟨_, fun _ => rfl⟩
  -- the quasiparticle equation cancels the pole at each level
  have term : ∀ k, (a k : ℂ) / (z - e k) * (z - meanLevel a e - poleSum b d z)
      = a k + a k * T k := by
    intro k
    have q : (e k : ℂ) = meanLevel a e + ∑ j, (b j : ℂ) / ((e k : ℂ) - d j) := by
      exact_mod_cast hq k
    have r : ∑ j, (b j : ℂ) / ((e k : ℂ) - d j) - poleSum b d z = (z - e k) * T k := by
      rw [hT, poleSum, Finset.mul_sum, ← Finset.sum_sub_distrib]
      refine Finset.sum_congr rfl (fun j _ => ?_)
      have hx : ((d j : ℂ) - e k) * ((d j : ℂ) - e k)⁻¹ = 1 :=
        mul_inv_cancel₀ (sub_ne_zero.2 (by exact_mod_cast hde j k))
      have hy : (z - d j) * (z - d j)⁻¹ = 1 := mul_inv_cancel₀ (sub_ne_zero.2 (hzd j))
      rw [← neg_sub (d j : ℂ) (e k : ℂ), div_neg]
      linear_combination (b j : ℂ) * (z - d j)⁻¹ * hx + (b j : ℂ) * ((d j : ℂ) - e k)⁻¹ * hy
    have hz : (a k : ℂ) / (z - e k) * (z - e k) = a k :=
      div_mul_cancel₀ _ (sub_ne_zero.2 (hze k))
    linear_combination ((a k : ℂ) / (z - e k)) * (q + r) + (1 + T k) * hz
  -- the remainder vanishes because every `d j` is a zero of the Green's function
  have rest : ∑ k, (a k : ℂ) * T k = 0 := by
    simp only [hT, Finset.mul_sum]
    rw [Finset.sum_comm]
    refine Finset.sum_eq_zero (fun j _ => ?_)
    have hj : ∑ k, (a k : ℂ) / ((d j : ℂ) - e k) = 0 := by
      have h := hd j
      unfold realGreen at h
      exact_mod_cast h
    have h : ∑ k, (a k : ℂ) * (-((b j : ℂ) / (z - d j)) * (1 / ((d j : ℂ) - e k)))
        = -((b j : ℂ) / (z - d j)) * ∑ k, (a k : ℂ) / ((d j : ℂ) - e k) := by
      rw [Finset.mul_sum]
      exact Finset.sum_congr rfl (fun k _ => by ring)
    rw [h, hj, mul_zero]
  have hone : ∑ k, (a k : ℂ) = 1 := by exact_mod_cast hsum
  have hG : poleSum a e z = ∑ k, (a k : ℂ) / (z - e k) := rfl
  rw [hG, Finset.sum_mul, Finset.sum_congr rfl (fun k _ => term k), Finset.sum_add_distrib,
    hone, rest, add_zero]

/-- The inverse of a Green's function with `m + 1` levels is `z - s - Σ(z)` off the real axis,
where `s` is the mean level and `Σ` has `m` poles of positive strength, one strictly inside
each gap between neighbouring levels. -/
theorem dyson_interlacing (ha : ∀ k, 0 < a k) (hsum : ∑ k, a k = 1) (he : StrictMono e) :
    ∃ b d : Fin m → ℝ,
      (∀ j, 0 < b j ∧ e j.castSucc < d j ∧ d j < e j.succ) ∧
      ∀ z : ℂ, z.im ≠ 0 → poleSum a e z ≠ 0 ∧
        1 / poleSum a e z = z - meanLevel a e - poleSum b d z := by
  choose d h1 h2 h3 using exists_zero_in_gap ha he
  have hde : ∀ j k, d j ≠ e k := fun j k => by
    rcases level_outside_gap he j k with h | h
    · exact (lt_of_le_of_lt h (h1 j)).ne'
    · exact (lt_of_lt_of_le (h2 j) h).ne
  have hmono : StrictMono d := fun i j hij => by
    have h : i.succ ≤ j.castSucc := Nat.succ_le_of_lt (show i.val < j.val from hij)
    exact (h2 i).trans (lt_of_le_of_lt (he.monotone h) (h1 j))
  refine ⟨fun j => selfEnergyWeight a e (d j), d,
    fun j => ⟨selfEnergyWeight_pos ha (hde j), h1 j, h2 j⟩, fun z hz => ?_⟩
  have hreal : ∀ x : ℝ, z ≠ (x : ℂ) := fun x h => hz (by rw [h]; exact Complex.ofReal_im x)
  have hp := dyson_product ha hsum hde hmono.injective h3
    (fun k => hreal (e k)) (fun j => hreal (d j))
  have hne : poleSum a e z ≠ 0 := left_ne_zero_of_mul_eq_one hp
  refine ⟨hne, ?_⟩
  rw [div_eq_iff hne, mul_comm]
  exact hp.symm

/-- Sum rule: the total strength of the self-energy poles is the variance of the levels. -/
theorem selfEnergy_sum_rule (ha : ∀ k, 0 < a k) (hsum : ∑ k, a k = 1)
    (hde : ∀ j k, d j ≠ e k) (hinj : Function.Injective d)
    (hd : ∀ j, realGreen a e (d j) = 0) :
    ∑ j, selfEnergyWeight a e (d j) = ∑ k, a k * (e k - meanLevel a e) ^ 2 := by
  have h : ∀ k, a k * (e k - meanLevel a e) ^ 2 = ∑ j, selfEnergyWeight a e (d j) *
      (meanLevel a e * (a k / (d j - e k)) - a k / (d j - e k) * e k) := by
    intro k
    have q := quasiparticle_equation ha hsum hde hinj hd k
    have h1 : a k * (e k - meanLevel a e) ^ 2 = a k * (e k - meanLevel a e) *
        ∑ j, selfEnergyWeight a e (d j) / (e k - d j) := by
      linear_combination (a k * (e k - meanLevel a e)) * q
    rw [h1, Finset.mul_sum]
    refine Finset.sum_congr rfl (fun j _ => ?_)
    rw [← neg_sub (d j) (e k), div_neg]
    ring
  rw [Finset.sum_congr rfl (fun k _ => h k), Finset.sum_comm]
  refine Finset.sum_congr rfl (fun j _ => ?_)
  have hj : ∑ k, a k / (d j - e k) = 0 := hd j
  rw [← Finset.mul_sum, Finset.sum_sub_distrib, ← Finset.mul_sum, hj,
    level_moment_at_zero hsum (hde j) (hd j)]
  ring

end

end DysonPoleInterlacing
```

```lean
#print axioms DysonPoleInterlacing.selfEnergyWeight_pos
-- 'DysonPoleInterlacing.selfEnergyWeight_pos' depends on axioms: [propext, Classical.choice, Quot.sound]
#print axioms DysonPoleInterlacing.dyson_interlacing
-- 'DysonPoleInterlacing.dyson_interlacing' depends on axioms: [propext, Classical.choice, Quot.sound]
#print axioms DysonPoleInterlacing.selfEnergy_sum_rule
-- 'DysonPoleInterlacing.selfEnergy_sum_rule' depends on axioms: [propext, Classical.choice, Quot.sound]
```

## How the proof follows the derivation

`level_outside_gap` keeps the other levels out of the gap, which makes `f` continuous in `exists_zero_in_gap`; `intermediate_value_Ioo'` then supplies the zero. `zeros_orthogonal` and `level_moment_at_zero` are the two overlap calculations, and `selfEnergyWeight_pos` gives $b_j>0$.

In `quasiparticle_equation`, the rows of `A` take overlaps and the columns of `B` rebuild the vector. Orthogonality is `A * B = 1`. For square matrices `mul_eq_one_comm` turns this into `B * A = 1`, which is completeness, and applying it to `e` gives the expansion.

In `dyson_product`, `term` cancels the pole at each level and `rest` uses $G(d_j)=0$ to remove the remainder. `dyson_interlacing` chooses one zero per gap and divides by $G$. `selfEnergy_sum_rule` proves the variance identity for any $m$ distinct real zeros away from the levels.

## Extracting the poles in a calculation

For one spin orbital of a finite cluster or impurity model, exact diagonalisation supplies the poles $e_k$ of $G$, which are differences of total energies (before minus after for electron removal, after minus before for addition), and their weights $a_k$, which sum to one by the anticommutation relation. On the real axis $G$ decreases through each gap, so bisection on its sign finds $d_j$, and the formula above gives $b_j=-1/G'(d_j)$. This yields $\Sigma$, as defined here by inverting $G$, without a broadening parameter. It includes the coupling of the orbital to the other orbitals or the bath. In an impurity model with a single orbital, and with no mixing of spin up and spin down, it is the sum of the bath hybridisation and the frequency-dependent part of the interaction self-energy, so the hybridisation must be subtracted to isolate the latter. Comparing $\sum_j b_j$ with the weighted variance of the levels, $\sum_k a_k(e_k-s)^2$, tests the numerical result.
